# Rotated by 45°, the body-centred tetragonal lattice with c = √2 a is face-centred cubic

When I scan the energy of an elemental metal against c/a in a body-centred tetragonal cell, I label the point c/a = √2 as fcc and compare its energy with that of a separate fcc run. The label rests on a geometric claim. Take a > 0 and c = √2 a, and the lattice generated by (a,0,0), (0,a,0) and (a/2,a/2,c/2). A rotation by 45° about z should turn it into c/2 times the integer triples with even sum. I would like to see this derived properly and checked by machine. I would also like to know whether another value of c/a could give fcc in some orientation I haven't thought of.

## From tetragonal labels to even-sum triples

The claim is correct, and for a, c > 0 no other axial ratio gives fcc in any orientation.

A point of the tetragonal lattice has integer labels l, m, n and coordinates

v = (l a + n a/2, m a + n a/2, n c/2).

The rotation R by 45° about z acts as

R(v₀, v₁, v₂) = ((v₀ − v₁)/√2, (v₀ + v₁)/√2, v₂),

and therefore

R v = ((a/√2)(l − m), (a/√2)(l + m + n), (c/2) n).

If c = √2 a, then a/√2 = c/2, and the three prefactors agree:

R v = (c/2)(l − m, l + m + n, n).

The sum of this triple is 2l + 2n, which is even. Conversely, let x + y + z = 2k. The labels

l = k − z, m = k − z − x, n = z

are integers, and they give back (x, y, z). So every even-sum triple is reached, and the two lattices are equal as sets.

## Why no other axial ratio works

Suppose that a, c > 0 and that some orthogonal map R carries the tetragonal lattice onto s times the even-sum triples. The integer x² + y² + z² has the same parity as x + y + z, so every squared length in the fcc lattice is an integer multiple of 2s². Orthogonal maps preserve lengths. The two cell edges and the body-centre vector therefore give integers K, M, J with

a² = 2s² K
c² = 2s² M
a²/2 + c²/4 = 2s² J.

Since a > 0, s is not zero, and K and M are positive. Substituting the first two equations into the third gives

2K + M = 4J,

so M is even and at least 2.

The fcc vectors s(1,1,0), s(1,0,1) and s(0,1,1) have squared length 2s² and are linearly independent. Their tetragonal preimages are then independent too, and cannot all lie in the plane of height zero. One of them has labels l, m, n with n ≠ 0, and its squared length gives

K((2l + n)² + (2m + n)²) + M n² = 4.

Because M ≥ 2, n² is at most 2, so n = ±1. Then 2l + n and 2m + n are odd, their squares are at least 1, and 2K + M ≤ 4. As 2K + M is a positive multiple of 4, it equals 4. With K ≥ 1 and M ≥ 2 this leaves K = 1 and M = 2, hence c² = 2a² and c = √2 a.

For bcc, c = a, and the condition would require √2 = 1. No orthogonal map turns bcc into fcc.

## What the Lean theorems say

`bct a c` is the set of all integer combinations of the three generators, as vectors in ℝ³ with coordinates numbered 0, 1, 2. `fcc s` is the set of vectors s(x, y, z) with integer x, y, z and even sum; its conventional cube has edge 2s. `rotZ θ` is the matrix of the rotation by θ about z, and `R.mulVec '' L` is the image of the set L under the matrix R.

- `bain_relation` states that the image of `bct a (√2 * a)` under `rotZ (Real.pi / 4)` equals `fcc (√2 * a / 2)`. It holds for every real a, so a > 0 is not needed here.
- `axial_ratio_of_fcc` is the converse for a, c > 0. The condition `Rᵀ * R = 1` admits reflections as well as rotations, and s is arbitrary.
- `bct_congruent_fcc_iff` joins the two into an equivalence.
- `bcc_not_congruent_fcc` is the case c = a.

The theorems concern infinite, perfect lattices of points. Although the relation carries Bain's name, nothing here describes how a crystal transforms between the two structures, or at what cost in energy.

For your scan, the result means that with one identical atom on each lattice point, and no magnetic or other order that lowers the symmetry, the run at c/a = √2 and the fcc run at equal volume per atom describe the same crystal. If both runs use the same functional and pseudopotential, and reach the same electronic state, a difference between their energies per atom is numerical, for example from k-point sampling.

```lean
import Mathlib

open Matrix

namespace BainRelation

noncomputable section

/-- The body-centred tetragonal lattice: all integer combinations of
`(a,0,0)`, `(0,a,0)` and `(a/2,a/2,c/2)`. -/
def bct (a c : ℝ) : Set (Fin 3 → ℝ) :=
  {v | ∃ l m n : ℤ, v = (l : ℝ) • ![a, 0, 0] + (m : ℝ) • ![0, a, 0]
    + (n : ℝ) • ![a / 2, a / 2, c / 2]}

/-- The face-centred cubic lattice: `s` times the integer triples with even sum. -/
def fcc (s : ℝ) : Set (Fin 3 → ℝ) :=
  {v | ∃ x y z : ℤ, Even (x + y + z) ∧ v = s • ![(x : ℝ), (y : ℝ), (z : ℝ)]}

/-- The rotation by the angle `θ` about the z axis. -/
def rotZ (θ : ℝ) : Matrix (Fin 3) (Fin 3) ℝ :=
  !![Real.cos θ, -Real.sin θ, 0; Real.sin θ, Real.cos θ, 0; 0, 0, 1]

/-- Two vectors of space with the same three coordinates are equal. -/
lemma ext_coords {v w : Fin 3 → ℝ} (h0 : v 0 = w 0) (h1 : v 1 = w 1) (h2 : v 2 = w 2) :
    v = w := by
  funext i
  fin_cases i
  exacts [h0, h1, h2]

/-- The points of the body-centred tetragonal lattice in Cartesian coordinates. -/
lemma mem_bct {a c : ℝ} {v : Fin 3 → ℝ} : v ∈ bct a c ↔ ∃ l m n : ℤ,
    v 0 = l * a + n * (a / 2) ∧ v 1 = m * a + n * (a / 2) ∧ v 2 = n * (c / 2) := by
  constructor
  · rintro ⟨l, m, n, rfl⟩
    exact ⟨l, m, n, by simp, by simp, by simp⟩
  · rintro ⟨l, m, n, h0, h1, h2⟩
    exact ⟨l, m, n, ext_coords (by simp [h0]) (by simp [h1]) (by simp [h2])⟩

/-- A rotation about the z axis is an orthogonal map. -/
theorem rotZ_orthogonal (θ : ℝ) : (rotZ θ)ᵀ * rotZ θ = 1 := by
  ext i j
  fin_cases i <;> fin_cases j <;>
    simp [rotZ, Matrix.mul_apply, Fin.sum_univ_three] <;>
    first
      | ring1
      | linear_combination Real.sin_sq_add_cos_sq θ

/-- **Bain relation.** Turned by 45 degrees about z, the body-centred tetragonal lattice
with `c = √2 a` is the fcc lattice, `c/2` times the even-sum integer triples. -/
theorem bain_relation (a : ℝ) :
    (rotZ (Real.pi / 4)).mulVec '' bct a (√2 * a) = fcc (√2 * a / 2) := by
  have r0 : ∀ v : Fin 3 → ℝ, (rotZ (Real.pi / 4)).mulVec v 0 = √2 / 2 * (v 0 - v 1) := by
    intro v
    simp [rotZ, Matrix.mulVec, dotProduct, Fin.sum_univ_three]
    ring
  have r1 : ∀ v : Fin 3 → ℝ, (rotZ (Real.pi / 4)).mulVec v 1 = √2 / 2 * (v 0 + v 1) := by
    intro v
    simp [rotZ, Matrix.mulVec, dotProduct, Fin.sum_univ_three]
    ring
  have r2 : ∀ v : Fin 3 → ℝ, (rotZ (Real.pi / 4)).mulVec v 2 = v 2 := by
    intro v
    simp [rotZ, Matrix.mulVec, dotProduct, Fin.sum_univ_three]
  ext w
  constructor
  · -- the labels (l, m, n) become the even-sum triple (l - m, l + m + n, n)
    rintro ⟨v, hv, rfl⟩
    obtain ⟨l, m, n, h0, h1, h2⟩ := mem_bct.1 hv
    refine ⟨l - m, l + m + n, n, ⟨l + n, by ring⟩, ext_coords ?_ ?_ ?_⟩
    · rw [r0, h0, h1]; simp; ring
    · rw [r1, h0, h1]; simp; ring
    · rw [r2, h2]; simp; ring
  · -- evenness of the sum is what makes the inverse labels integers
    rintro ⟨x, y, z, ⟨k, hk⟩, rfl⟩
    have hy : (y : ℝ) = 2 * k - x - z := by
      exact_mod_cast (by omega : y = 2 * k - x - z)
    obtain ⟨v, h0, h1, h2⟩ : ∃ v : Fin 3 → ℝ,
        v 0 = ((k - z : ℤ) : ℝ) * a + z * (a / 2) ∧
        v 1 = ((k - z - x : ℤ) : ℝ) * a + z * (a / 2) ∧
        v 2 = z * (√2 * a / 2) := ⟨![_, _, _], rfl, rfl, rfl⟩
    refine ⟨v, mem_bct.2 ⟨k - z, k - z - x, z, h0, h1, h2⟩, ext_coords ?_ ?_ ?_⟩
    · rw [r0, h0, h1]; simp; ring
    · rw [r1, h0, h1]; simp [hy]; ring
    · rw [r2, h2]; simp; ring

/-- An orthogonal map preserves the dot product, written in coordinates. -/
lemma dot_preserved {R : Matrix (Fin 3) (Fin 3) ℝ} (hR : Rᵀ * R = 1) (v w : Fin 3 → ℝ) :
    R.mulVec v 0 * R.mulVec w 0 + R.mulVec v 1 * R.mulVec w 1 + R.mulVec v 2 * R.mulVec w 2
      = v 0 * w 0 + v 1 * w 1 + v 2 * w 2 := by
  have h : R.mulVec v ⬝ᵥ R.mulVec w = v ⬝ᵥ w := by
    rw [Matrix.dotProduct_mulVec, ← Matrix.vecMul_transpose, Matrix.vecMul_vecMul, hR,
      Matrix.vecMul_one]
  simpa only [dotProduct, Fin.sum_univ_three] using h

/-- Squared lengths in the fcc lattice are integer multiples of `2 s²`. -/
theorem fcc_sq_length {s : ℝ} {v : Fin 3 → ℝ} (hv : v ∈ fcc s) :
    ∃ j : ℤ, v 0 * v 0 + v 1 * v 1 + v 2 * v 2 = 2 * s ^ 2 * j := by
  obtain ⟨x, y, z, ⟨k, hk⟩, rfl⟩ := hv
  have h : (x : ℝ) + y + z = k + k := by exact_mod_cast hk
  refine ⟨2 * k ^ 2 - (x * y + y * z + z * x), ?_⟩
  simp
  linear_combination s ^ 2 * (x + y + z + 2 * k) * h

/-- For positive integers `K` and `M` with `2 K + M` a multiple of 4, an integer solution of `K ((2
l + n)² + (2 m + n)²) + M n² = 4` with `n ≠ 0` forces `M = 2 K`. -/
lemma length_arithmetic {K M J l m n : ℤ} (hK : 0 < K) (hM : 0 < M)
    (hJ : 2 * K + M = 4 * J) (hn : n ≠ 0)
    (h : K * ((2 * l + n) ^ 2 + (2 * m + n) ^ 2) + M * n ^ 2 = 4) : M = 2 * K := by
  have hM2 : 0 ≤ M - 2 := by omega
  have hp : 0 ≤ K * ((2 * l + n) ^ 2 + (2 * m + n) ^ 2) :=
    mul_nonneg hK.le (add_nonneg (sq_nonneg _) (sq_nonneg _))
  have hn4 : n ^ 2 < 4 := by nlinarith [mul_nonneg hM2 (sq_nonneg n)]
  have hlt : n < 2 := by nlinarith
  have hgt : -2 < n := by nlinarith
  have hn1 : n = 1 ∨ n = -1 := by omega
  have hsq : n ^ 2 = 1 := by rcases hn1 with h1 | h1 <;> rw [h1] <;> norm_num
  -- n is odd, so 2 l + n and 2 m + n are odd and cannot vanish
  have hU : 0 < (2 * l + n) ^ 2 :=
    lt_of_le_of_ne (sq_nonneg _) (Ne.symm (pow_ne_zero 2 (by omega)))
  have hV : 0 < (2 * m + n) ^ 2 :=
    lt_of_le_of_ne (sq_nonneg _) (Ne.symm (pow_ne_zero 2 (by omega)))
  have hUV : 0 ≤ (2 * l + n) ^ 2 + (2 * m + n) ^ 2 - 2 := by linarith
  rw [hsq] at h
  have hle : 2 * K + M ≤ 4 := by nlinarith [mul_nonneg hK.le hUV]
  omega

/-- If an orthogonal map carries a body-centred tetragonal lattice onto an fcc lattice of
any size, then `c = √2 a`. -/
theorem axial_ratio_of_fcc {a c s : ℝ} (ha : 0 < a) (hc : 0 < c)
    {R : Matrix (Fin 3) (Fin 3) ℝ} (hR : Rᵀ * R = 1)
    (h : R.mulVec '' bct a c = fcc s) : c = √2 * a := by
  have len : ∀ l m n : ℤ, ∃ j : ℤ, (l * a + n * (a / 2)) ^ 2 + (m * a + n * (a / 2)) ^ 2
      + (n * (c / 2)) ^ 2 = 2 * s ^ 2 * j := by
    intro l m n
    obtain ⟨v, h0, h1, h2⟩ : ∃ v : Fin 3 → ℝ, v 0 = l * a + n * (a / 2) ∧
        v 1 = m * a + n * (a / 2) ∧ v 2 = n * (c / 2) := ⟨![_, _, _], rfl, rfl, rfl⟩
    have hv : R.mulVec v ∈ fcc s := h ▸ ⟨v, mem_bct.2 ⟨l, m, n, h0, h1, h2⟩, rfl⟩
    obtain ⟨j, hj⟩ := fcc_sq_length hv
    rw [dot_preserved hR, h0, h1, h2] at hj
    exact ⟨j, by linear_combination hj⟩
  -- squared lengths of the two cell edges and of the body-centre vector
  obtain ⟨K, eK⟩ := len 1 0 0
  obtain ⟨M, eM⟩ := len (-1) (-1) 2
  obtain ⟨J, eJ⟩ := len 0 0 1
  push_cast at eK eM eJ
  have haK : a ^ 2 = 2 * s ^ 2 * K := by linear_combination eK
  have hcM : c ^ 2 = 2 * s ^ 2 * M := by linear_combination eM
  have hs : s ≠ 0 := by
    intro hs
    have h0 : a ^ 2 = 0 := by rw [haK, hs]; ring
    exact (pow_pos ha 2).ne' h0
  have hs2 : s ^ 2 ≠ 0 := pow_ne_zero 2 hs
  have hpos : 0 < 2 * s ^ 2 := by positivity
  have hK : (0 : ℝ) < K := (mul_pos_iff_of_pos_left hpos).1 (by rw [← haK]; positivity)
  have hM : (0 : ℝ) < M := (mul_pos_iff_of_pos_left hpos).1 (by rw [← hcM]; positivity)
  have hJ : (2 * K + M : ℝ) = 4 * J :=
    mul_left_cancel₀ hs2 (by linear_combination 2 * eJ - haK - hcM / 2)
  -- some shortest fcc vector comes from a tetragonal vector of non-zero height
  obtain ⟨u, hu, hu2, hlen⟩ : ∃ u ∈ bct a c, u 2 ≠ 0 ∧
      u 0 * u 0 + u 1 * u 1 + u 2 * u 2 = 2 * s ^ 2 := by
    by_contra hcon
    obtain ⟨t, t0, t1, t2⟩ : ∃ t : Fin 3 → ℝ, t 0 = 0 ∧ t 1 = 0 ∧ t 2 = c :=
      ⟨![_, _, _], rfl, rfl, rfl⟩
    have perp : ∀ x y z : ℤ, Even (x + y + z) → (x : ℝ) ^ 2 + y ^ 2 + z ^ 2 = 2 →
        R.mulVec t 0 * x + R.mulVec t 1 * y + R.mulVec t 2 * z = 0 := by
      intro x y z he hxyz
      have hw : s • ![(x : ℝ), (y : ℝ), (z : ℝ)] ∈ R.mulVec '' bct a c := by
        rw [h]; exact ⟨x, y, z, he, rfl⟩
      obtain ⟨u, hu, huw⟩ := hw
      have e0 : R.mulVec u 0 = s * x := by rw [huw]; simp
      have e1 : R.mulVec u 1 = s * y := by rw [huw]; simp
      have e2 : R.mulVec u 2 = s * z := by rw [huw]; simp
      have huu := dot_preserved hR u u
      have htu := dot_preserved hR t u
      rw [e0, e1, e2] at huu htu
      have hz : u 2 = 0 := by
        by_contra hne
        exact hcon ⟨u, hu, hne, by linear_combination s ^ 2 * hxyz - huu⟩
      rw [t0, t1, hz] at htu
      exact mul_left_cancel₀ hs (by linear_combination htu)
    have q1 := perp 1 1 0 (by decide) (by norm_num)
    have q2 := perp 1 0 1 (by decide) (by norm_num)
    have q3 := perp 0 1 1 (by decide) (by norm_num)
    push_cast at q1 q2 q3
    have p0 : R.mulVec t 0 = 0 := by linarith
    have p1 : R.mulVec t 1 = 0 := by linarith
    have p2 : R.mulVec t 2 = 0 := by linarith
    have htt := dot_preserved hR t t
    rw [p0, p1, p2, t0, t1, t2] at htt
    nlinarith [mul_pos hc hc]
  obtain ⟨l, m, n, h0, h1, h2⟩ := mem_bct.1 hu
  have hn : n ≠ 0 := by
    intro hn
    exact hu2 (by rw [h2, hn]; simp)
  rw [h0, h1, h2] at hlen
  have hfour : (K * ((2 * l + n) ^ 2 + (2 * m + n) ^ 2) + M * n ^ 2 : ℝ) = 4 :=
    mul_left_cancel₀ hs2 (by
      linear_combination 2 * hlen - ((2 * l + n) ^ 2 + (2 * m + n) ^ 2) / 2 * haK
        - (n : ℝ) ^ 2 / 2 * hcM)
  have hMK : M = 2 * K := length_arithmetic (by exact_mod_cast hK) (by exact_mod_cast hM)
    (by exact_mod_cast hJ) hn (by exact_mod_cast hfour)
  have hMK' : (M : ℝ) = 2 * K := by exact_mod_cast hMK
  have hsq : √2 ^ 2 = (2 : ℝ) := Real.sq_sqrt (by norm_num)
  have hprod : (c - √2 * a) * (c + √2 * a) = 0 := by
    linear_combination hcM - 2 * haK + 2 * s ^ 2 * hMK' - a ^ 2 * hsq
  have hsum : c + √2 * a ≠ 0 := by positivity
  exact sub_eq_zero.1 ((mul_eq_zero.1 hprod).resolve_right hsum)

/-- A body-centred tetragonal lattice can be carried onto an fcc lattice by an orthogonal
map if and only if `c = √2 a`. -/
theorem bct_congruent_fcc_iff {a c : ℝ} (ha : 0 < a) (hc : 0 < c) :
    (∃ (R : Matrix (Fin 3) (Fin 3) ℝ) (s : ℝ), Rᵀ * R = 1 ∧ R.mulVec '' bct a c = fcc s)
      ↔ c = √2 * a := by
  constructor
  · rintro ⟨R, s, hR, h⟩
    exact axial_ratio_of_fcc ha hc hR h
  · rintro rfl
    exact ⟨rotZ (Real.pi / 4), √2 * a / 2, rotZ_orthogonal _, bain_relation a⟩

/-- No orthogonal map carries the body-centred cubic lattice, `c = a`, onto an fcc lattice
of any size. -/
theorem bcc_not_congruent_fcc {a : ℝ} (ha : 0 < a) :
    ¬ ∃ (R : Matrix (Fin 3) (Fin 3) ℝ) (s : ℝ),
      Rᵀ * R = 1 ∧ R.mulVec '' bct a a = fcc s := by
  rw [bct_congruent_fcc_iff ha ha]
  intro h
  have h1 : √2 = (1 : ℝ) := mul_right_cancel₀ ha.ne' (by linarith)
  have hsq : √2 ^ 2 = (2 : ℝ) := Real.sq_sqrt (by norm_num)
  rw [h1] at hsq
  norm_num at hsq

end

end BainRelation
```

```lean
#print axioms BainRelation.bcc_not_congruent_fcc
```

```
'BainRelation.bcc_not_congruent_fcc' depends on axioms: [propext, Classical.choice, Quot.sound]
```

## How the proof follows the derivation

`mem_bct` rewrites membership in the tetragonal lattice as the coordinate formula for v. In `bain_relation`, the facts `r0`, `r1` and `r2` are the three components of the 45° rotation. The two inclusions are then proved separately. The first supplies the triple (l − m, l + m + n, n) and the witness l + n for its evenness; the second supplies the inverse labels k − z, k − z − x, z. In both, `ring` closes the coordinate identities.

For the converse, `dot_preserved` derives the invariance of the dot product from `Rᵀ * R = 1`. `fcc_sq_length` makes the parity argument explicit: with x + y + z = 2k,

x² + y² + z² = 2(2k² − (xy + yz + zx)).

Inside `axial_ratio_of_fcc`, the statement `len` combines these two facts. It is applied to the labels (1,0,0), (−1,−1,2) and (0,0,1), which are the edge a, the edge c and the body-centre vector, and it yields K, M and J.

The step about independent vectors is done by contradiction. If every tetragonal vector of squared length 2s² had height zero, the vector t = (0,0,c) would be perpendicular to all of them. Its image R t would then be perpendicular to (1,1,0), (1,0,1) and (0,1,1), which is what `perp` provides. Three linear equations force R t = 0, against |R t|² = c² > 0.

`length_arithmetic` carries out the integer argument. `omega` handles the parity and the linear steps, and `nlinarith` bounds n and 2K + M. Its conclusion M = 2K gives c² = 2a², which the proof factors as

(c − √2 a)(c + √2 a) = 0.

The second factor is positive, so the first vanishes.

## The size of the cube, and a version without rotations

A slip that happens readily is to give the fcc cube the edge a. The tetragonal base is spanned by half-diagonals of the cube's face, so the cube edge is c = √2 a. Another slip can enter the Lean statement through the scale: `fcc s` has cube edge 2s, so writing `fcc (√2 * a)`, with the edge in place of s, would double the edge and make the statement false for a > 0. Counting points catches both, since the volume per lattice point must agree:

a² c / 2 = c³ / 4 when c = √2 a.

The lattices could also have been modelled by their Gram matrices, the tables of dot products between basis vectors. Congruence would then mean that an integer change of basis with determinant ±1 takes one Gram matrix to the other. The unknown would then be an integer matrix instead of an orthogonal one, but the 45° rotation would disappear from the statement, and you would have to reconstruct it to align the two cells.
